# A lattice gauge field on a rectangular block is flat exactly when it is pure gauge

Let \(G\) be any group, abelian or not, and let a lattice gauge field assign an element of \(G\) to every link of a block of \(M\times N\) sites. Every plaquette holonomy in the block is the identity if and only if there is a \(G\)-valued function \(g\) on the sites such that every link from \(p\) to \(q\) equals \(g(p)^{-1}g(q)\). The square block is the case \(M=N\).

In band theory the sites can be points of a \(k\)-mesh and \(G\) the unitary group \(U(n)\). For \(n\) bands isolated from the rest, the link from \(p\) to \(q\) is then the unitary polar factor of the overlap matrix \(\langle u_\mu(p)|u_\nu(q)\rangle\) of the cell-periodic Bloch functions, provided that this matrix is invertible. On such a finite, non-periodic patch of mesh, the result says that every plaquette holonomy is the unit matrix (for \(n>1\) a stronger condition than a vanishing phase of its determinant) if and only if there are band frames in which every link is the unit matrix: rotating the frame at each \(p\) by \(g(p)^{-1}\) replaces the link by \(g(p)\,\bigl(g(p)^{-1}g(q)\bigr)\,g(q)^{-1}=1\).

The only structure required of \(G\) is that of a group.

```lean
import Mathlib

namespace FlatLatticeGauge

variable {G : Type*} [Group G]
```

## Links, plaquettes and the block

Sites are pairs \((i,j)\) of natural numbers. Write \(x_{i,j}\) for the link from \((i,j)\) to \((i+1,j)\), and \(y_{i,j}\) for the link from \((i,j)\) to \((i,j+1)\). A link traversed backwards contributes its inverse, so only rightward and upward links need to be stored.

```lean
/-- A lattice gauge field: `x i j` is the link from site `(i, j)` to `(i+1, j)`, and
`y i j` is the link from `(i, j)` to `(i, j+1)`. -/
structure LinkField (G : Type*) where
  x : ℕ → ℕ → G
  y : ℕ → ℕ → G
```

The holonomy of the plaquette with lower left corner \((i,j)\) is the ordered product taken counterclockwise from that corner,
\[
W_{i,j}=x_{i,j}\,y_{i+1,j}\,x_{i,j+1}^{-1}\,y_{i,j}^{-1}.
\]
Factors are written from left to right in the order in which the links are traversed. For a non-abelian group this convention matters, and it is used throughout.

```lean
/-- The holonomy around the unit plaquette with lower left corner `(i, j)`, taken
counterclockwise; links traversed backwards enter as inverses. -/
def plaquette (L : LinkField G) (i j : ℕ) : G :=
  L.x i j * L.y (i + 1) j * (L.x i (j + 1))⁻¹ * (L.y i j)⁻¹
```

The block consists of the sites with \(0\le i<M\) and \(0\le j<N\). A plaquette lies inside it when its upper right corner does, that is, when \(i+1<M\) and \(j+1<N\). The field is flat on the block if \(W_{i,j}=1\) for all of these plaquettes.

In Lean a `LinkField` has values on the whole quadrant \(\mathbb N\times\mathbb N\), but `IsFlat L M N` constrains only what lies in the block. A block with a single row or column has no plaquettes and is flat automatically.

```lean
/-- The field is flat on the block of `M` by `N` sites: every plaquette inside the block
has trivial holonomy. -/
def IsFlat (L : LinkField G) (M N : ℕ) : Prop :=
  ∀ i j, i + 1 < M → j + 1 < N → plaquette L i j = 1
```

The field is pure gauge on the block, with generating function \(g\), if
\[
x_{i,j}=g(i,j)^{-1}g(i+1,j),\qquad y_{i,j}=g(i,j)^{-1}g(i,j+1)
\]
for every link with both ends in the block. The two fields of `IsGauge` are these two equations, each with its own range of indices. The values of `g` elsewhere are arbitrary.

```lean
/-- The site function `g` generates the field on the block of `M` by `N` sites: every link
from `p` to `q` inside the block equals `g(p)⁻¹ g(q)`. -/
structure IsGauge (L : LinkField G) (M N : ℕ) (g : ℕ → ℕ → G) : Prop where
  x_link : ∀ i j, i + 1 < M → j < N → L.x i j = (g i j)⁻¹ * g (i + 1) j
  y_link : ∀ i j, i < M → j + 1 < N → L.y i j = (g i j)⁻¹ * g i (j + 1)
```

## Transport from the corner

If \(g\) exists, its value at a site must be its value at the corner times the link product along any path from the corner. This suggests fixing one path to each site and defining \(g\) by it. The path chosen here runs along the bottom row and then up the column. Along the row, the transport \(r_i\) satisfies
\[
r_0=1,\qquad r_{i+1}=r_i\,x_{i,0}.
\]

```lean
/-- Parallel transport along the bottom row from the corner `(0, 0)` to `(i, 0)`. -/
def rowTransport (L : LinkField G) : ℕ → G
  | 0 => 1
  | i + 1 => rowTransport L i * L.x i 0
```

Going up column \(i\) then gives
\[
g(i,0)=r_i,\qquad g(i,j+1)=g(i,j)\,y_{i,j}.
\]
Solving the second equation for the link yields \(y_{i,j}=g(i,j)^{-1}g(i,j+1)\). Every vertical link therefore has the required form by construction, flat or not.

```lean
/-- Parallel transport from the corner to `(i, j)`: first along the bottom row, then up
column `i`. -/
def combGauge (L : LinkField G) (i : ℕ) : ℕ → G
  | 0 => rowTransport L i
  | j + 1 => combGauge L i j * L.y i j
```

The horizontal links are where flatness enters. The claim is
\[
g(i+1,j)=g(i,j)\,x_{i,j},
\]
and it is proved by induction on the height \(j\). At \(j=0\) it is the recursion for \(r_i\). For the step, \(W_{i,j}=1\) can be rearranged as
\[
x_{i,j}\,y_{i+1,j}=y_{i,j}\,x_{i,j+1},
\]
which says that the two ways from the lower left to the upper right corner of the plaquette agree. Hence
\[
\begin{aligned}
g(i+1,j+1)&=g(i+1,j)\,y_{i+1,j}\\
&=g(i,j)\,x_{i,j}\,y_{i+1,j}\\
&=g(i,j)\,y_{i,j}\,x_{i,j+1}\\
&=g(i,j+1)\,x_{i,j+1}.
\end{aligned}
\]
The second line uses the induction hypothesis and the third uses the plaquette.

In the Lean proof, `key` is the rearranged plaquette equation, obtained by moving the two inverse factors to the other side one at a time. The `calc` block follows the four lines above, and `omega` supplies the bound \(j<N\) that the induction hypothesis needs.

```lean
/-- In a flat block, transport to `(i+1, j)` equals transport to `(i, j)` followed by the
horizontal link between these two sites. -/
theorem combGauge_right {L : LinkField G} {M N : ℕ} (h : IsFlat L M N) {i : ℕ}
    (hi : i + 1 < M) (j : ℕ) (hj : j < N) :
    combGauge L (i + 1) j = combGauge L i j * L.x i j := by
  induction j with
  | zero => rfl
  | succ j ih =>
    -- flatness: the two ways around the plaquette agree
    have key : L.x i j * L.y (i + 1) j = L.y i j * L.x i (j + 1) := by
      have hp := h i j hi hj
      unfold plaquette at hp
      rw [mul_inv_eq_one, mul_inv_eq_iff_eq_mul] at hp
      exact hp
    calc combGauge L (i + 1) (j + 1)
        = combGauge L (i + 1) j * L.y (i + 1) j := rfl
      _ = combGauge L i j * (L.x i j * L.y (i + 1) j) := by
          rw [ih (by omega), mul_assoc]
      _ = combGauge L i j * L.y i j * L.x i (j + 1) := by
          rw [key, ← mul_assoc]
      _ = combGauge L i (j + 1) * L.x i (j + 1) := rfl
```

## The equivalence

If the field is flat, take the \(g\) just constructed. The horizontal identity gives \(g(i,j)^{-1}g(i+1,j)=x_{i,j}\), and the vertical links hold by definition.

Conversely, suppose that \(g\) generates the field, and abbreviate its values at the corners of a plaquette, counterclockwise from the lower left, as \(a,b,c,d\). The holonomy telescopes:
\[
(a^{-1}b)(b^{-1}c)(d^{-1}c)^{-1}(a^{-1}d)^{-1}
=a^{-1}b\,b^{-1}c\,c^{-1}d\,d^{-1}a=1.
\]
No factors have been exchanged, so the argument holds in any group.

The Lean theorem has no hypothesis on `M` and `N`. Its first half supplies `combGauge L` as the witness; its second half rewrites the four links in terms of `g` and lets `simp` cancel neighbouring factors.

```lean
/-- A lattice gauge field with values in any group is flat on a block of `M` by `N` sites
if and only if it is pure gauge there: some site function `g` gives every link from `p` to
`q` in the block as `g(p)⁻¹ g(q)`. -/
theorem flat_iff_pure_gauge (L : LinkField G) (M N : ℕ) :
    IsFlat L M N ↔ ∃ g : ℕ → ℕ → G, IsGauge L M N g := by
  constructor
  · intro h
    refine ⟨combGauge L, ?_, ?_⟩
    · intro i j hi hj
      rw [combGauge_right h hi j hj, inv_mul_cancel_left]
    · intro i j _ _
      change L.y i j = (combGauge L i j)⁻¹ * (combGauge L i j * L.y i j)
      rw [inv_mul_cancel_left]
  · -- the product around a plaquette telescopes
    rintro ⟨g, hg⟩ i j hi hj
    unfold plaquette
    rw [hg.x_link i j hi (by omega), hg.y_link (i + 1) j hi hj,
      hg.x_link i (j + 1) hi hj, hg.y_link i j (by omega) hj]
    simp [mul_assoc]
```

The equivalence concerns holonomies that are exactly the identity, in two dimensions, on a rectangle with open boundaries. It gives no estimate for small but non-zero flux.

## What the recursion gives by computation

The device that keeps the construction short is structural recursion, whose defining equations Lean can apply by computation. In `combGauge` the column index `i` is a fixed parameter and the recursion runs over the height. The term `combGauge L i (j + 1)` therefore reduces to `combGauge L i j * L.y i j` without any lemma. This is why the first and last lines of the `calc` block are closed by `rfl`, and why `change` can expose the product in the vertical case of the equivalence.

The same holds at the bottom of the comb: `combGauge L (i + 1) 0` reduces to `rowTransport L (i + 1)`, and this to `rowTransport L i * L.x i 0`. The base case of the induction is again `rfl`.

The definition thus splits the links into two classes. Those on the comb, namely the bottom row and all the columns, satisfy the gauge equation by computation and cancellation. The horizontal links above the bottom row remain, and each of them is the top edge of exactly one plaquette in the block. The induction uses these plaquettes one by one, from the bottom up.

## Freedom in the site function

Suppose that \(g\) and \(g'\) generate the same field. Across a link with value \(u\), let \(g\) go from \(a\) to \(b\) and \(g'\) from \(a'\) to \(b'\). Then \(b=au\) and \(b'=a'u\), so
\[
b'b^{-1}=a'u\,u^{-1}a^{-1}=a'a^{-1}.
\]
The ratio \(g'g^{-1}\) is the same at both ends of every link. Since each site can be reached from the corner, it equals \(c=g'(0,0)\,g(0,0)^{-1}\) throughout the block, and \(g'(i,j)=c\,g(i,j)\). The constant stands on the left, where it cancels in \(g(p)^{-1}g(q)\).

In Lean, `step` is the calculation for one link. The outer induction goes down the column to the bottom row, and the inner one goes along the row to the corner.

```lean
/-- Two site functions that generate the same field on a block differ there only by one
constant group element multiplying from the left. -/
theorem gauge_unique {L : LinkField G} {M N : ℕ} {g g' : ℕ → ℕ → G}
    (hg : IsGauge L M N g) (hg' : IsGauge L M N g') :
    ∃ c : G, ∀ i j, i < M → j < N → g' i j = c * g i j := by
  -- the ratio of the two functions does not change across a link
  have step : ∀ u a b a' b' : G, u = a⁻¹ * b → u = a'⁻¹ * b' →
      b' * b⁻¹ = a' * a⁻¹ := by
    intro u a b a' b' h h'
    have hb : b = a * u := by rw [h, mul_inv_cancel_left]
    have hb' : b' = a' * u := by rw [h', mul_inv_cancel_left]
    rw [hb, hb']
    simp [mul_assoc]
  refine ⟨g' 0 0 * (g 0 0)⁻¹, fun i j hi hj => mul_inv_eq_iff_eq_mul.mp ?_⟩
  induction j with
  | zero =>
    induction i with
    | zero => rfl
    | succ i ih =>
      exact (step _ _ _ _ _ (hg.x_link i 0 hi hj) (hg'.x_link i 0 hi hj)).trans
        (ih (by omega))
  | succ j ih =>
    exact (step _ _ _ _ _ (hg.y_link i j hi hj) (hg'.y_link i j hi hj)).trans
      (ih (by omega))
```

## Transport along arbitrary paths

A lattice path starts at a site \((a,b)\) and moves by one link at a time, in any of the four directions, with backtracking allowed. Its link product starts at \(1\) and is multiplied on the right by the link for a step right or up, and by the inverse link for a step left or down.

The inductive proposition `Transport L M N a b i j u` says that some such path, using only links of the block, leads from \((a,b)\) to \((i,j)\) and has product \(u\). It has one constructor for the empty path and one for each direction.

```lean
/-- `Transport L M N a b i j u` says that some lattice path from `(a, b)` to `(i, j)`, using
only links of the `M` by `N` block in either direction, has ordered link product `u`. -/
inductive Transport (L : LinkField G) (M N a b : ℕ) : ℕ → ℕ → G → Prop
  | stay : Transport L M N a b a b 1
  | right {i j : ℕ} {u : G} : Transport L M N a b i j u → i + 1 < M → j < N →
      Transport L M N a b (i + 1) j (u * L.x i j)
  | left {i j : ℕ} {u : G} : Transport L M N a b (i + 1) j u → i + 1 < M → j < N →
      Transport L M N a b i j (u * (L.x i j)⁻¹)
  | up {i j : ℕ} {u : G} : Transport L M N a b i j u → i < M → j + 1 < N →
      Transport L M N a b i (j + 1) (u * L.y i j)
  | down {i j : ℕ} {u : G} : Transport L M N a b i (j + 1) u → i < M → j + 1 < N →
      Transport L M N a b i j (u * (L.y i j)⁻¹)
```

If \(g\) generates the field, the product along any path is
\[
u=g(a,b)^{-1}g(i,j).
\]
For the empty path both sides are \(1\). If the formula holds up to a site \(p\) and the path continues to a neighbour \(q\), the new factor is \(g(p)^{-1}g(q)\) in every direction, because inverting \(g(q)^{-1}g(p)\) gives the same expression. The product becomes \(g(a,b)^{-1}g(p)\,g(p)^{-1}g(q)=g(a,b)^{-1}g(q)\). The Lean proof is an induction over the constructors, with one line for each kind of step.

```lean
/-- If `g` generates the field on the block, the link product along any path in the block
is `g(start)⁻¹ g(end)`. -/
theorem transport_eq {L : LinkField G} {M N a b i j : ℕ} {g : ℕ → ℕ → G} {u : G}
    (hg : IsGauge L M N g) (h : Transport L M N a b i j u) :
    u = (g a b)⁻¹ * g i j := by
  induction h with
  | stay => simp
  | right _ hi hj ih => rw [ih, hg.x_link _ _ hi hj]; simp [mul_assoc]
  | left _ hi hj ih => rw [ih, hg.x_link _ _ hi hj]; simp [mul_assoc]
  | up _ hi hj ih => rw [ih, hg.y_link _ _ hi hj]; simp [mul_assoc]
  | down _ hi hj ih => rw [ih, hg.y_link _ _ hi hj]; simp [mul_assoc]
```

The right-hand side depends only on the endpoints. In a flat block a generating \(g\) exists, so two paths with the same endpoints have the same product. Comparing a closed path with the empty one shows that its holonomy is \(1\).

```lean
/-- In a flat block, any two lattice paths with the same endpoints have the same ordered
link product. -/
theorem transport_path_independent {L : LinkField G} {M N a b i j : ℕ} {u v : G}
    (h : IsFlat L M N) (hu : Transport L M N a b i j u)
    (hv : Transport L M N a b i j v) : u = v := by
  obtain ⟨g, hg⟩ := (flat_iff_pure_gauge L M N).mp h
  rw [transport_eq hg hu, transport_eq hg hv]
```

## Periodic boundaries

On a torus, flat plaquettes no longer suffice. Take an element \(z\) of \(G\), and set every horizontal link to \(z\) and every vertical link to \(1\).

```lean
/-- The uniform field: every horizontal link is `z` and every vertical link is `1`. -/
def uniformField (z : G) : LinkField G := ⟨fun _ _ => z, fun _ _ => 1⟩
```

Each plaquette gives \(z\cdot1\cdot z^{-1}\cdot1^{-1}=1\), so the field is flat on every block.

```lean
/-- The uniform field is flat on every block. -/
theorem uniformField_flat (z : G) (M N : ℕ) : IsFlat (uniformField z) M N := by
  intro i j _ _
  simp [plaquette, uniformField]
```

Now let \(P\) and \(Q\) be the periods in the two directions, and ask for a \(g\) that generates this field everywhere and satisfies \(g(i+P,j)=g(i,j)\) and \(g(i,j+Q)=g(i,j)\). For positive \(P\) and \(Q\), this is a site function on a \(P\times Q\) torus. Along the bottom row, \(g(i+1,0)=g(i,0)\,z\), hence
\[
g(i,0)=g(0,0)\,z^i .
\]
Periodicity at \(i=P\) forces \(z^P=1\). Conversely, if \(z^P=1\), then \(g(i,j)=z^i\) has both periods and generates the field, since \(z^{-i}z^{i+1}=z\) and \(z^{-i}z^i=1\).

The element \(z^P\) is the holonomy of the loop that winds once around the torus horizontally. For a single band with \(z=e^{i\theta}\) in this uniform model, it is \(e^{iP\theta}=e^{-i\phi}\), where \(\phi\) is the Berry phase across the Brillouin zone in the convention \(\phi=-\arg\prod\langle u(p)|u(q)\rangle\), the product running over the links of the loop. In the link that closes the loop, the end state is \(e^{-i\mathbf K\cdot\mathbf r}u(p_0)\), where \(p_0\) is the starting point and \(\mathbf K\) the reciprocal lattice vector by which the loop advances. The factor \(e^{-i\phi}\) can differ from \(1\) although every plaquette flux vanishes. The obstruction is to a periodic frame in which all links equal \(1\), not to periodic frames as such.

In Lean, `row` is the formula along the bottom row, and the requirement that `g` generate the field everywhere is written as `IsGauge` for all `M` and `N`.

```lean
/-- The uniform field is generated by a site function with periods `P` and `Q` in the two
lattice directions if and only if `z ^ P = 1`. -/
theorem uniformField_periodic_gauge_iff (z : G) (P Q : ℕ) :
    (∃ g : ℕ → ℕ → G, (∀ M N, IsGauge (uniformField z) M N g) ∧
      (∀ i j, g (i + P) j = g i j) ∧ ∀ i j, g i (j + Q) = g i j) ↔ z ^ P = 1 := by
  constructor
  · rintro ⟨g, hg, hP, _⟩
    -- along the bottom row the site function picks up one factor `z` per link
    have row : ∀ i, g i 0 = g 0 0 * z ^ i := by
      intro i
      induction i with
      | zero => simp
      | succ i ih =>
        have hl : z = (g i 0)⁻¹ * g (i + 1) 0 :=
          (hg (i + 2) 1).x_link i 0 (by omega) (by omega)
        have hs : g (i + 1) 0 = g i 0 * z := (inv_mul_eq_iff_eq_mul.mp hl.symm)
        rw [hs, ih, pow_succ, mul_assoc]
    have h0 := hP 0 0
    rw [Nat.zero_add, row P] at h0
    exact mul_eq_left.mp h0
  · intro hz
    refine ⟨fun i _ => z ^ i, fun M N => ⟨?_, ?_⟩, ?_, ?_⟩
    · intro i j _ _
      simp [uniformField, pow_succ]
    · intro i j _ _
      simp [uniformField]
    · intro i j
      simp [pow_add, hz]
    · intro i j
      rfl

end FlatLatticeGauge
```

```lean
#print axioms FlatLatticeGauge.flat_iff_pure_gauge
#print axioms FlatLatticeGauge.transport_path_independent
#print axioms FlatLatticeGauge.uniformField_flat
#print axioms FlatLatticeGauge.uniformField_periodic_gauge_iff
```

```
'FlatLatticeGauge.flat_iff_pure_gauge' depends on axioms: [propext, Quot.sound]
'FlatLatticeGauge.transport_path_independent' depends on axioms: [propext, Quot.sound]
'FlatLatticeGauge.uniformField_flat' depends on axioms: [propext]
'FlatLatticeGauge.uniformField_periodic_gauge_iff' depends on axioms: [propext, Quot.sound]
```
